# For real symmetric A and B, (A − B)(A + B) and A² − B² have the same characteristic polynomial exactly when A and B commute

A molecule described by real orbitals responds to a weak field through excitation amplitudes $X$ and de-excitation amplitudes $Y$. In the random-phase approximation (RPA), and in linear-response TDDFT or the Bethe–Salpeter equation with a frequency-independent kernel, the resonance frequencies $w$ satisfy

$$AX+BY=wX,\qquad BX+AY=-wY .$$

The matrix $A$ couples excitations to each other, and $B$ couples excitations to de-excitations. Adding and subtracting the equations gives

$$(A+B)(X+Y)=w(X-Y),\qquad (A-B)(X-Y)=w(X+Y),$$

hence $(A-B)(A+B)(X+Y)=w^2(X+Y)$. For numbers, the product would be $A^2-B^2$. For matrices, the question is whether that replacement preserves the eigenvalues together with their algebraic multiplicities.

In the code, the finite type `n` labels the particle–hole transitions, and all matrices over it are real.

```lean
import Mathlib

open Matrix

namespace RPASquaredFrequencies

noncomputable section

variable {n : Type*} [Fintype n] [DecidableEq n]
```

A frequency is defined by the original pair of equations, not by the reduced problem. The amplitudes are real and not both zero; `*ᵥ` applies a matrix to a vector, and `•` multiplies by a scalar.

```lean
/-- `w` is an RPA frequency of `A`, `B`: the equations `AX + BY = wX`, `BX + AY = -wY`
have a solution with `X` and `Y` not both zero. -/
def IsRPAFrequency (A B : Matrix n n ℝ) (w : ℝ) : Prop :=
  ∃ X Y : n → ℝ, (X ≠ 0 ∨ Y ≠ 0) ∧
    A *ᵥ X + B *ᵥ Y = w • X ∧ B *ᵥ X + A *ᵥ Y = -(w • Y)
```

## The commutator is the whole difference

Expanding without reordering factors gives

$$(A-B)(A+B)=A^2+AB-BA-B^2=(A^2-B^2)+[A,B],$$

where $[A,B]=AB-BA$.

```lean
/-- The RPA product matrix is the difference of squares plus the commutator of `A` and `B`. -/
theorem product_eq_squares_add_commutator (A B : Matrix n n ℝ) :
    (A - B) * (A + B) = (A ^ 2 - B ^ 2) + (A * B - B * A) := by
  noncomm_ring
```

Since $\operatorname{tr}(AB)=\operatorname{tr}(BA)$, the commutator has zero trace. The two matrices therefore have equal traces, whether or not $A$ and $B$ are symmetric.

```lean
/-- The RPA product matrix and the difference of squares always have the same trace. -/
theorem trace_product (A B : Matrix n n ℝ) :
    trace ((A - B) * (A + B)) = trace (A ^ 2 - B ^ 2) := by
  rw [product_eq_squares_add_commutator, Matrix.trace_add, Matrix.trace_sub (A * B),
    Matrix.trace_mul_comm A B, sub_self, add_zero]
```

## The trace of the square detects the commutator

Let $S$ be symmetric and $C$ antisymmetric. Then

$$\operatorname{tr}(S+C)^2=\operatorname{tr}S^2+2\operatorname{tr}(SC)+\operatorname{tr}C^2 .$$

Transposition gives $\operatorname{tr}(SC)=\operatorname{tr}(C^TS^T)=-\operatorname{tr}(CS)=-\operatorname{tr}(SC)$, so the cross term vanishes. Also $C^2=-CC^T$, so $\operatorname{tr}C^2=-\sum_{ij}C_{ij}^2$. Hence

$$\operatorname{tr}(S+C)^2=\operatorname{tr}S^2-\sum_{ij}C_{ij}^2 .$$

The proof establishes these two traces as `h1` and `h2`, then inserts them into the expanded square `h3`.

```lean
/-- Adding an antisymmetric matrix `C` to a symmetric matrix `S` lowers the trace of the square
by the sum of the squared entries of `C`. -/
theorem trace_sq_add_antisymm (S C : Matrix n n ℝ) (hS : Sᵀ = S) (hC : Cᵀ = -C) :
    trace ((S + C) ^ 2) = trace (S ^ 2) - ∑ i, ∑ j, C i j ^ 2 := by
  -- the cross term vanishes by symmetry
  have h1 : trace (S * C) = 0 := by
    have h : trace (S * C) = -trace (S * C) := by
      calc trace (S * C) = trace ((S * C)ᵀ) := (Matrix.trace_transpose _).symm
        _ = -trace (C * S) := by
          rw [Matrix.transpose_mul, hS, hC, Matrix.neg_mul, Matrix.trace_neg]
        _ = -trace (S * C) := by rw [Matrix.trace_mul_comm]
    linarith
  have h2 : trace (C * C) = -∑ i, ∑ j, C i j ^ 2 := by
    have h : C * C = -(C * Cᵀ) := by rw [hC, Matrix.mul_neg, neg_neg]
    rw [h, Matrix.trace_neg]
    simp only [Matrix.trace, Matrix.diag_apply, Matrix.mul_apply, Matrix.transpose_apply, sq]
  have h3 : (S + C) ^ 2 = S ^ 2 + S * C + C * S + C * C := by noncomm_ring
  rw [h3, Matrix.trace_add, Matrix.trace_add, Matrix.trace_add, Matrix.trace_mul_comm C S, h1, h2]
  ring
```

To use this, we need to know that the characteristic polynomial $p_M(t)=\det(t-M)$ fixes $\operatorname{tr}M^2$. Because $t$ times the identity commutes with $M$,

$$p_{M^2}(t^2)=\det(t^2-M^2)=\det(t-M)\det(t+M)=p_M(t)\,(-1)^N p_M(-t),$$

where $N$ is the number of transitions.

```lean
/-- The characteristic polynomial of `M²` at `t²` is the product of `det (t - M)` and
`det (t + M)`, written through the characteristic polynomial of `M`. -/
theorem charpoly_sq_eval (M : Matrix n n ℝ) (t : ℝ) :
    (M ^ 2).charpoly.eval (t ^ 2) =
      M.charpoly.eval t * ((-1) ^ Fintype.card n * M.charpoly.eval (-t)) := by
  rw [Matrix.eval_charpoly, Matrix.eval_charpoly, Matrix.eval_charpoly, ← Matrix.det_neg,
    ← Matrix.det_mul, map_neg, map_pow]
  have hc : Matrix.scalar n t * M = M * Matrix.scalar n t := by
    ext i j
    simp [Matrix.scalar_apply, mul_comm]
  have h : (Matrix.scalar n t - M) * -(-Matrix.scalar n t - M) =
      (Matrix.scalar n t ^ 2 - M ^ 2) + (Matrix.scalar n t * M - M * Matrix.scalar n t) := by
    noncomm_ring
  rw [h, hc, sub_self, add_zero]
```

If $p_M=p_{M'}$, then $p_{M^2}$ and $p_{M'^2}$ agree at every $x=t^2\ge 0$. Two polynomials that agree at infinitely many points are equal. For $N\ge1$ the coefficient of $x^{N-1}$ is minus the trace, so $\operatorname{tr}M^2=\operatorname{tr}M'^2$; for $N=0$ both traces are zero. In Lean the second matrix is called `N`, and $t$ is taken to be $\sqrt{x}$.

```lean
/-- Matrices with the same characteristic polynomial have squares of the same trace. -/
theorem trace_sq_eq_of_charpoly_eq (M N : Matrix n n ℝ) (h : M.charpoly = N.charpoly) :
    trace (M ^ 2) = trace (N ^ 2) := by
  -- the characteristic polynomials of the squares agree on the whole half-line
  have hp : (M ^ 2).charpoly = (N ^ 2).charpoly := by
    apply Polynomial.eq_of_infinite_eval_eq
    refine (Set.Ici_infinite (0 : ℝ)).mono ?_
    intro x hx
    have e : (M ^ 2).charpoly.eval (Real.sqrt x ^ 2) =
        (N ^ 2).charpoly.eval (Real.sqrt x ^ 2) := by
      rw [charpoly_sq_eval, charpoly_sq_eval, h]
    rw [Real.sq_sqrt hx] at e
    exact e
  rcases isEmpty_or_nonempty n with hn | hn
  · simp [Matrix.trace]
  · rw [Matrix.trace_eq_neg_charpoly_coeff (M ^ 2), Matrix.trace_eq_neg_charpoly_coeff (N ^ 2), hp]
```

## Equal characteristic polynomials force symmetric A and B to commute

Now let $A$ and $B$ be symmetric, as they are for real orbitals. Then $S=A^2-B^2$ is symmetric, and $C=[A,B]$ is antisymmetric because $(AB-BA)^T=BA-AB$. If $S+C$ and $S$ have the same characteristic polynomial, their squares have the same trace, so

$$\sum_{ij}C_{ij}^2=0 .$$

Every term is non-negative, so every entry of $C$ vanishes. Conversely, if $C=0$ the matrices are identical.

Physically, commuting symmetric $A$ and $B$ share an orthonormal eigenbasis, in which the RPA equations separate into independent modes. The theorem compares characteristic polynomials, that is, eigenvalues with their algebraic multiplicities. It assumes the symmetry hypotheses `hA` and `hB`, but no stability condition on $A\pm B$.

```lean
/-- For real symmetric `A` and `B`, the RPA product matrix and `A² - B²` have the same
characteristic polynomial exactly when `A` and `B` commute. -/
theorem charpoly_eq_iff_commute (A B : Matrix n n ℝ) (hA : Aᵀ = A) (hB : Bᵀ = B) :
    ((A - B) * (A + B)).charpoly = (A ^ 2 - B ^ 2).charpoly ↔ A * B = B * A := by
  constructor
  · intro h
    have ht := trace_sq_eq_of_charpoly_eq _ _ h
    have hS : (A ^ 2 - B ^ 2)ᵀ = A ^ 2 - B ^ 2 := by
      rw [Matrix.transpose_sub, Matrix.transpose_pow, Matrix.transpose_pow, hA, hB]
    have hC : (A * B - B * A)ᵀ = -(A * B - B * A) := by
      rw [Matrix.transpose_sub, Matrix.transpose_mul, Matrix.transpose_mul, hA, hB, neg_sub]
    rw [product_eq_squares_add_commutator, trace_sq_add_antisymm _ _ hS hC] at ht
    -- the squared entries of the commutator sum to zero
    have h0 : ∑ i, ∑ j, (A * B - B * A) i j ^ 2 = 0 := by linarith
    apply sub_eq_zero.mp
    ext i j
    have hi := (Finset.sum_eq_zero_iff_of_nonneg
      (fun i _ => Finset.sum_nonneg (fun j _ => sq_nonneg _))).mp h0 i (Finset.mem_univ i)
    have hj := (Finset.sum_eq_zero_iff_of_nonneg
      (fun j _ => sq_nonneg _)).mp hi j (Finset.mem_univ j)
    exact pow_eq_zero_iff (two_ne_zero) |>.mp hj
  · intro h
    rw [product_eq_squares_add_commutator, h, sub_self, add_zero]
```

## Two transitions with unit coupling

Take two transitions with diagonal energies 2 and 3, in arbitrary units.

```lean
/-- The matrix `A = diag(2, 3)` of the counter-example. -/
def modelA : Matrix (Fin 2) (Fin 2) ℝ := !![2, 0; 0, 3]
```

Let the excitation of each transition couple to the de-excitation of the other with unit strength.

```lean
/-- The coupling matrix `B` of the counter-example, with unit off-diagonal entries. -/
def modelB : Matrix (Fin 2) (Fin 2) ℝ := !![0, 1; 1, 0]
```

These numbers are chosen for the example and are not derived from a Hamiltonian. Multiplication gives

$$(A-B)(A+B)=\begin{pmatrix}2&-1\\-1&3\end{pmatrix}\begin{pmatrix}2&1\\1&3\end{pmatrix}=\begin{pmatrix}3&-1\\1&8\end{pmatrix},\qquad A^2-B^2=\begin{pmatrix}3&0\\0&8\end{pmatrix}.$$

```lean
/-- The RPA product matrix and the difference of squares of the model, entry by entry. -/
theorem model_matrices :
    (modelA - modelB) * (modelA + modelB) = !![3, -1; 1, 8] ∧
      modelA ^ 2 - modelB ^ 2 = !![3, 0; 0, 8] := by
  constructor <;>
  · ext i j
    fin_cases i <;> fin_cases j <;>
      simp [modelA, modelB, Matrix.mul_apply, Fin.sum_univ_two, sq] <;> norm_num
```

Both traces are $3+8=11$. The determinants are $24+1=25$ and $24$, so the spectra differ. In a finite real-orbital RPA code, a trace comparison would therefore miss the mistaken replacement of the product by $A^2-B^2$.

```lean
/-- In the model both matrices have trace 11, but their determinants are 25 and 24. -/
theorem model_trace_det :
    trace ((modelA - modelB) * (modelA + modelB)) = 11 ∧
      trace (modelA ^ 2 - modelB ^ 2) = 11 ∧
      det ((modelA - modelB) * (modelA + modelB)) = 25 ∧
      det (modelA ^ 2 - modelB ^ 2) = 24 := by
  rw [model_matrices.1, model_matrices.2]
  refine ⟨?_, ?_, ?_, ?_⟩ <;> norm_num [Matrix.trace_fin_two, Matrix.det_fin_two]
```

The frequencies follow directly from the original equations. With components numbered from 0, as in Lean, these split into two pairs:

$$\begin{aligned}2X_0+Y_1&=wX_0, & X_0+3Y_1&=-wY_1,\\ 3X_1+Y_0&=wX_1, & X_1+2Y_0&=-wY_0.\end{aligned}$$

The first pair gives $Y_1=(w-2)X_0$ and then $(w^2+w-5)X_0=0$. The second gives $Y_0=(w-3)X_1$ and $(w^2-w-5)X_1=0$. A nonzero solution exists exactly when one of the quadratics vanishes, that is, when

$$(w^2+w-5)(w^2-w-5)=w^4-11w^2+25=0 .$$

In the forward direction, Lean assumes this polynomial is nonzero and deduces that all four amplitudes vanish. In the reverse direction, it supplies an explicit amplitude vector for each quadratic factor.

```lean
/-- The RPA frequencies of the model are the real roots of `w⁴ - 11 w² + 25`. -/
theorem model_frequency_iff (w : ℝ) :
    IsRPAFrequency modelA modelB w ↔ w ^ 4 - 11 * w ^ 2 + 25 = 0 := by
  constructor
  · rintro ⟨X, Y, hne, h1, h2⟩
    by_contra hw
    have a := congrFun h1 0
    have b := congrFun h1 1
    have c := congrFun h2 0
    have d := congrFun h2 1
    simp [modelA, modelB, dotProduct, Fin.sum_univ_two] at a b c d
    -- the equations split into the pairs (X 0, Y 1) and (X 1, Y 0)
    have x0 : X 0 = 0 := (mul_eq_zero.mp (show X 0 * (w ^ 4 - 11 * w ^ 2 + 25) = 0 by
      linear_combination (w ^ 2 - w - 5) * (d - (3 + w) * a))).resolve_right hw
    have x1 : X 1 = 0 := (mul_eq_zero.mp (show X 1 * (w ^ 4 - 11 * w ^ 2 + 25) = 0 by
      linear_combination (w ^ 2 + w - 5) * (c - (2 + w) * b))).resolve_right hw
    have y1 : Y 1 = 0 := by linear_combination a - (2 - w) * x0
    have y0 : Y 0 = 0 := by linear_combination b - (3 - w) * x1
    rcases hne with h | h
    · exact h (by funext i; fin_cases i <;> simp [x0, x1])
    · exact h (by funext i; fin_cases i <;> simp [y0, y1])
  · intro h
    have hf : (w ^ 2 + w - 5) * (w ^ 2 - w - 5) = 0 := by linear_combination h
    rcases mul_eq_zero.mp hf with hw | hw
    · refine ⟨![1, 0], ![0, w - 2], Or.inl (fun h0 => by simpa using congrFun h0 0), ?_, ?_⟩ <;>
      · funext i
        fin_cases i <;> simp [modelA, modelB] <;>
          first | ring1 | linear_combination hw
    · refine ⟨![0, 1], ![w - 3, 0], Or.inl (fun h0 => by simpa using congrFun h0 1), ?_, ?_⟩ <;>
      · funext i
        fin_cases i <;> simp [modelA, modelB] <;>
          first | ring1 | linear_combination hw
```

The root $w=(\sqrt{21}+1)/2\approx2.7913$ belongs to the second pair. Lean's vector has $X_1=1$ and $Y_0=w-3\approx-0.2087$. With the usual RPA normalisation $X^TX-Y^TY=1$, these become $X_1\approx1.0225$ and $Y_0\approx-0.2134$. The other positive root is $(\sqrt{21}-1)/2\approx1.7913$. The squared frequencies are about $7.7913$ and $3.2087$, with sum 11 and product 25, whereas $A^2-B^2$ has eigenvalues 8 and 3.

```lean
/-- The number `(√21 + 1)/2` is an RPA frequency of the model. -/
theorem model_frequency_witness : IsRPAFrequency modelA modelB ((Real.sqrt 21 + 1) / 2) := by
  rw [model_frequency_iff]
  have hs : Real.sqrt 21 ^ 2 = 21 := Real.sq_sqrt (by norm_num)
  linear_combination (1 / 4) *
    (((Real.sqrt 21 + 1) / 2) ^ 2 + (Real.sqrt 21 + 1) / 2 - 5) * hs
```

The mismatch affects every frequency of the model. An eigenvector $v\ne0$ of $\operatorname{diag}(3,8)$ with eigenvalue $w^2$ would require $w^2=3$ or $w^2=8$. But the frequency polynomial equals $9-33+25=1$ at the first value and $64-88+25=1$ at the second, never zero. The Lean proof uses this to show that both components of $v$ vanish, contradicting `hv`.

```lean
/-- No squared RPA frequency of the model is an eigenvalue of `A² - B²`. -/
theorem model_sq_frequency_not_eigenvalue (w : ℝ) (hw : IsRPAFrequency modelA modelB w)
    (v : Fin 2 → ℝ) (hv : v ≠ 0) : (modelA ^ 2 - modelB ^ 2) *ᵥ v ≠ w ^ 2 • v := by
  intro h
  have hp := (model_frequency_iff w).mp hw
  rw [model_matrices.2] at h
  have e0 : 3 * v 0 = w ^ 2 * v 0 := by
    simpa [Matrix.mulVec, dotProduct, Fin.sum_univ_two] using congrFun h 0
  have e1 : 8 * v 1 = w ^ 2 * v 1 := by
    simpa [Matrix.mulVec, dotProduct, Fin.sum_univ_two] using congrFun h 1
  -- at w² = 3 and at w² = 8 the frequency polynomial equals 1, not 0
  have v0 : v 0 = 0 := by linear_combination v 0 * hp + (w ^ 2 - 8) * e0
  have v1 : v 1 = 0 := by linear_combination v 1 * hp + (w ^ 2 - 3) * e1
  exact hv (by funext i; fin_cases i <;> simp [v0, v1])

end

end RPASquaredFrequencies
```

```lean
#print axioms RPASquaredFrequencies.trace_product
-- 'RPASquaredFrequencies.trace_product' depends on axioms: [propext, Classical.choice, Quot.sound]
#print axioms RPASquaredFrequencies.charpoly_eq_iff_commute
-- 'RPASquaredFrequencies.charpoly_eq_iff_commute' depends on axioms: [propext, Classical.choice, Quot.sound]
#print axioms RPASquaredFrequencies.model_trace_det
-- 'RPASquaredFrequencies.model_trace_det' depends on axioms: [propext, Classical.choice, Quot.sound]
#print axioms RPASquaredFrequencies.model_sq_frequency_not_eigenvalue
-- 'RPASquaredFrequencies.model_sq_frequency_not_eigenvalue' depends on axioms: [propext, Classical.choice, Quot.sound]
```
